# A classical quartic bond under small tension contracts on heating

Pull gently on a bond whose potential is symmetric about x = 0, then raise the temperature. Without tension the mean displacement is zero at every temperature, so any thermal change in length comes from how the bond responds to the pull. For a purely quartic potential that response weakens on heating, and the stretched bond shortens.

## The response to tension as a fluctuation

Let x be the displacement, V(x) the potential, f the tension and T > 0 the temperature, with k_B = 1. The classical weight is exp(−(V(x) − f x)/T), and L(f) denotes the mean of x under it. For a continuous, even V with V(x) ≥ c x² − d for some c > 0 and some real d,

L′(0) = ⟨x²⟩/T,

where ⟨·⟩ is the average at f = 0. The two cases of interest, with b, k > 0, are

V = b x⁴: L′(0) = Γ(3/4) / (Γ(1/4) √(bT))

V = k x²/2: L′(0) = 1/k.

The first strictly decreases with T; the second does not depend on it.

## Compliance from a run without tension

A Monte Carlo or thermostatted molecular dynamics code that correctly samples the classical weight can use the identity to obtain the zero-tension compliance L′(0) of a single classical bond in an even potential without applying a force: it samples x at f = 0, averages x² and divides by T (by k_B T in physical units). For the quartic bond with b = 1, the exact ⟨x²⟩ is about 0.338 at T = 1 and 0.676 at T = 4. The mean square displacement doubles, but the compliance falls from 0.338 to 0.169.

The formula needs ⟨x⟩ = 0 at zero tension, which evenness supplies. For V = k(x − a)²/2 with a ≠ 0, the true response is 1/k, whereas ⟨x²⟩/T = 1/k + a²/T.

## From the Boltzmann weight to contraction

Write M_n(f) = ∫ xⁿ exp(−(V(x) − f x)/T) dx over the real line, so that L = M₁/M₀. For |f| ≤ 1, expanding (c x − f)² ≥ 0 gives

f x ≤ c x²/2 + 1/(2c).

Together with the lower bound on V, this bounds the weight by

exp((d + 1/(2c))/T) · exp(−c x²/(2T)).

All moments therefore converge. Differentiating the integrand of M_n in f brings down a factor x/T, and the result is dominated by |x|ⁿ⁺¹/T times the same Gaussian bound, which is integrable, so

M_n′(0) = M_{n+1}(0)/T.

By the quotient rule, with all moments taken at f = 0,

L′(0) = (M₂M₀ − M₁²)/(T M₀²) = M₂/(T M₀) = ⟨x²⟩/T,

because M₁ = 0 for even V.

For V = c xᵖ, where c > 0 now denotes the coefficient of the potential, p is even and positive, and n is even, fold the integral onto x > 0 and substitute u = (c/T) xᵖ:

M_n(0) = (2/p) (c/T)^(−(n+1)/p) Γ((n+1)/p).

With p = 4 and c = b, the ratio M₂/M₀ is √(T/b) Γ(3/4)/Γ(1/4); dividing by T gives the quartic response. The quadratic lower bound required of V holds with constants 2b and b in place of the earlier c and d, because b(x² − 1)² ≥ 0 means b x⁴ ≥ 2b x² − b. With p = 2 and c = k/2, Γ(3/2) = Γ(1/2)/2 gives M₂/M₀ = T/k, hence the response 1/k.

Finally, take T₁ < T₂ and let D(f) be the quartic bond's mean extension at T₁ minus that at T₂. Then D(0) = 0 and D′(0) > 0, so D(f)/f > 0 for all small f > 0. The bond is shorter at T₂.

## The Lean file

```lean
import Mathlib

open MeasureTheory Filter Topology Real

namespace StretchedAnharmonicBond

noncomputable section

/-- The unnormalised `n`-th moment of the bond coordinate in the potential `V`, at temperature
`T ≠ 0` (with Boltzmann's constant equal to one) and tension `f`, when the integral converges; Lean
assigns a divergent integral the value zero. -/
def moment (V : ℝ → ℝ) (T f : ℝ) (n : ℕ) : ℝ :=
  ∫ x : ℝ, x ^ n * Real.exp (-(V x - f * x) / T)

/-- The thermal mean extension under tension `f`, for `T ≠ 0`, when the integrals for the moments of
order 0 and 1 converge. -/
def meanExtension (V : ℝ → ℝ) (T f : ℝ) : ℝ := moment V T f 1 / moment V T f 0

/-- The thermal mean of `x ^ 2` without tension, for `T ≠ 0`, when the integrals for the moments of
order 0 and 2 converge. -/
def meanSquare (V : ℝ → ℝ) (T : ℝ) : ℝ := moment V T 0 2 / moment V T 0 0

/-- The power-law bond potential `c x ^ p`. -/
def powerBond (c : ℝ) (p : ℕ) (x : ℝ) : ℝ := c * x ^ p

/-- If `V x ≥ c x ^ 2 - d` with `c, T > 0`, one Gaussian bounds the Boltzmann weight
for all tensions of size at most one. -/
theorem weight_le {V : ℝ → ℝ} {c d T f : ℝ} (hT : 0 < T) (hc : 0 < c)
    (hlow : ∀ x, c * x ^ 2 - d ≤ V x) (hf : |f| ≤ 1) (x : ℝ) :
    Real.exp (-(V x - f * x) / T) ≤
      Real.exp ((d + 1 / (2 * c)) / T) * Real.exp (-(c / (2 * T)) * x ^ 2) := by
  rw [← Real.exp_add]
  apply Real.exp_le_exp.mpr
  have hf2 : f ^ 2 ≤ 1 := (sq_le_one_iff_abs_le_one f).mpr hf
  -- complete the square in the work done by the tension
  have hsq : c / 2 * x ^ 2 + 1 / (2 * c) - f * x =
      ((c * x - f) ^ 2 + (1 - f ^ 2)) / (2 * c) := by
    field_simp
    ring
  have hpos : 0 ≤ ((c * x - f) ^ 2 + (1 - f ^ 2)) / (2 * c) :=
    div_nonneg (by nlinarith [sq_nonneg (c * x - f)]) (by positivity)
  have hx := hlow x
  calc -(V x - f * x) / T ≤ (d + 1 / (2 * c) - c / 2 * x ^ 2) / T :=
        div_le_div_of_nonneg_right (by linarith) hT.le
    _ = (d + 1 / (2 * c)) / T + -(c / (2 * T)) * x ^ 2 := by ring

/-- Every absolute moment of a Gaussian `C exp (-a x ^ 2)` with `a > 0` converges. -/
theorem integrable_gaussian_moment {a : ℝ} (ha : 0 < a) (C : ℝ) (n : ℕ) :
    Integrable (fun x : ℝ => |x| ^ n * (C * Real.exp (-a * x ^ 2))) := by
  have hn : (0 : ℝ) ≤ n := n.cast_nonneg
  have h := integrable_rpow_mul_exp_neg_mul_sq ha (s := (n : ℝ)) (by linarith)
  simp only [Real.rpow_natCast] at h
  refine (h.norm.const_mul C).congr (Eventually.of_forall fun x => ?_)
  simp only [norm_mul, norm_pow, Real.norm_eq_abs, Real.abs_exp]
  ring

/-- For a continuous potential with `V x ≥ c x ^ 2 - d`, where `c, T > 0`, the integral for the
`n`-th moment converges at zero tension, and the derivative of that moment with respect to tension,
at zero tension, is the next moment divided by `T`. -/
theorem hasDerivAt_moment {V : ℝ → ℝ} {c d T : ℝ} (hT : 0 < T) (hc : 0 < c)
    (hV : Continuous V) (hlow : ∀ x, c * x ^ 2 - d ≤ V x) (n : ℕ) :
    Integrable (fun x : ℝ => x ^ n * Real.exp (-(V x - 0 * x) / T)) ∧
    HasDerivAt (fun f => moment V T f n) (moment V T 0 (n + 1) / T) 0 := by
  have ha : 0 < c / (2 * T) := by positivity
  have hcont : ∀ (m : ℕ) (f : ℝ),
      Continuous (fun x : ℝ => x ^ m * Real.exp (-(V x - f * x) / T)) := by
    intro m f
    fun_prop
  have hbound : ∀ (m : ℕ) (f : ℝ), |f| ≤ 1 → ∀ x : ℝ,
      ‖x ^ m * Real.exp (-(V x - f * x) / T)‖ ≤ |x| ^ m *
        (Real.exp ((d + 1 / (2 * c)) / T) * Real.exp (-(c / (2 * T)) * x ^ 2)) := by
    intro m f hf x
    simp only [norm_mul, norm_pow, Real.norm_eq_abs, Real.abs_exp]
    exact mul_le_mul_of_nonneg_left (weight_le hT hc hlow hf x) (by positivity)
  have hint : Integrable (fun x : ℝ => x ^ n * Real.exp (-(V x - 0 * x) / T)) :=
    (integrable_gaussian_moment ha _ n).mono' (hcont n 0).aestronglyMeasurable
      (Eventually.of_forall (hbound n 0 (by simp)))
  refine ⟨hint, ?_⟩
  -- differentiate under the integral sign
  have h := (hasDerivAt_integral_of_dominated_loc_of_deriv_le (μ := volume)
    (F := fun f x : ℝ => x ^ n * Real.exp (-(V x - f * x) / T))
    (F' := fun f x : ℝ => x ^ (n + 1) * Real.exp (-(V x - f * x) / T) / T)
    (Metric.ball_mem_nhds (0 : ℝ) one_pos)
    (Eventually.of_forall fun f => (hcont n f).aestronglyMeasurable) hint
    ((hcont (n + 1) 0).div_const T).aestronglyMeasurable
    (Eventually.of_forall fun x f hf => by
      have hf' : |f| ≤ 1 := by
        have h0 := Metric.mem_ball.mp hf
        rw [Real.dist_eq, sub_zero] at h0
        exact h0.le
      rw [norm_div, Real.norm_of_nonneg hT.le]
      exact div_le_div_of_nonneg_right (hbound (n + 1) f hf' x) hT.le)
    ((integrable_gaussian_moment ha _ (n + 1)).div_const T)
    (Eventually.of_forall fun x f _ => by
      have h1 : HasDerivAt (fun f : ℝ => -(V x - f * x) / T) (x / T) f :=
        ((((hasDerivAt_id' f).mul_const x).const_sub (V x)).fun_neg.div_const T).congr_deriv
          (by ring)
      exact (h1.exp.const_mul (x ^ n)).congr_deriv (by ring))).2
  exact h.congr_deriv (integral_div T _)

/-- In an even potential `moment V T 0 1` and `meanExtension V T 0` are zero. They are the first
moment and the thermal mean without tension when `T ≠ 0` and the integrals converge. -/
theorem meanExtension_zero {V : ℝ → ℝ} (heven : ∀ x, V (-x) = V x) (T : ℝ) :
    moment V T 0 1 = 0 ∧ meanExtension V T 0 = 0 := by
  have h : ∫ x : ℝ, (-x) ^ 1 * Real.exp (-(V (-x) - 0 * (-x)) / T) =
      ∫ x : ℝ, x ^ 1 * Real.exp (-(V x - 0 * x) / T) :=
    integral_neg_eq_self (fun x : ℝ => x ^ 1 * Real.exp (-(V x - 0 * x) / T)) volume
  have h' : ∫ x : ℝ, (-x) ^ 1 * Real.exp (-(V (-x) - 0 * (-x)) / T) =
      -∫ x : ℝ, x ^ 1 * Real.exp (-(V x - 0 * x) / T) := by
    rw [← integral_neg]
    congr 1
    funext x
    simp [heven]
  have h0 : moment V T 0 1 = 0 := by
    unfold moment
    linarith
  exact ⟨h0, by rw [meanExtension, h0, zero_div]⟩

/-- Fluctuation formula: for a continuous even potential with `V x ≥ c x ^ 2 - d`, where
`c, T > 0`, the linear response of the mean extension to tension is `⟨x ^ 2⟩ / T`. -/
theorem hasDerivAt_meanExtension {V : ℝ → ℝ} {c d T : ℝ} (hT : 0 < T) (hc : 0 < c)
    (hV : Continuous V) (heven : ∀ x, V (-x) = V x)
    (hlow : ∀ x, c * x ^ 2 - d ≤ V x) :
    HasDerivAt (meanExtension V T) (meanSquare V T / T) 0 := by
  obtain ⟨hi, d0⟩ := hasDerivAt_moment hT hc hV hlow 0
  have d1 : HasDerivAt (fun f => moment V T f 1) (moment V T 0 2 / T) 0 :=
    (hasDerivAt_moment hT hc hV hlow 1).2
  have hne : moment V T 0 0 ≠ 0 := by
    simp only [pow_zero, one_mul] at hi
    have hp := (integral_exp_pos hi).ne'
    unfold moment
    simpa only [pow_zero, one_mul] using hp
  refine (d1.fun_div d0 hne).congr_deriv ?_
  rw [(meanExtension_zero heven T).1, meanSquare]
  field_simp
  ring

/-- Without tension, each even moment of the bond `c x ^ p`, with `p` even and positive and
`c, T > 0`, is `2 / p` times a power of `c / T` times a value of the Gamma function. -/
theorem moment_powerBond {c T : ℝ} (hc : 0 < c) (hT : 0 < T) {p n : ℕ}
    (hp : Even p) (hp0 : 0 < p) (hn : Even n) :
    moment (powerBond c p) T 0 n = 2 * ((c / T) ^ (-((n : ℝ) + 1) / (p : ℝ)) *
      (1 / (p : ℝ)) * Real.Gamma (((n : ℝ) + 1) / (p : ℝ))) := by
  have hn0 : (0 : ℝ) ≤ n := n.cast_nonneg
  have h := integral_rpow_mul_exp_neg_mul_rpow (p := (p : ℝ)) (q := (n : ℝ))
    (b := c / T) (by exact_mod_cast hp0) (by linarith) (div_pos hc hT)
  simp only [Real.rpow_natCast] at h
  -- fold the line onto the half line
  have h2 : ∫ x : ℝ, |x| ^ n * Real.exp (-(c / T) * |x| ^ p) =
      2 * ∫ x in Set.Ioi (0 : ℝ), x ^ n * Real.exp (-(c / T) * x ^ p) :=
    integral_comp_abs (f := fun x : ℝ => x ^ n * Real.exp (-(c / T) * x ^ p))
  rw [← h, ← h2]
  unfold moment powerBond
  refine integral_congr_ae (Eventually.of_forall fun x => ?_)
  have e : -(c * x ^ p - 0 * x) / T = -(c / T) * x ^ p := by ring
  simp only [hn.pow_abs, hp.pow_abs, e]

/-- For `b, T > 0` the quartic bond `b x ^ 4` has
`⟨x ^ 2⟩ / T = Γ(3/4) / (Γ(1/4) √(b T))`, and this is its linear response to tension. -/
theorem quartic_response {b T : ℝ} (hb : 0 < b) (hT : 0 < T) :
    meanSquare (powerBond b 4) T / T =
      Real.Gamma (3 / 4) / (Real.Gamma (1 / 4) * √(b * T)) ∧
    HasDerivAt (meanExtension (powerBond b 4) T)
      (Real.Gamma (3 / 4) / (Real.Gamma (1 / 4) * √(b * T))) 0 := by
  have ha : 0 < b / T := div_pos hb hT
  have h2 : moment (powerBond b 4) T 0 2 =
      2 * ((b / T) ^ (-(3 / 4) : ℝ) * (1 / 4) * Real.Gamma (3 / 4)) := by
    rw [moment_powerBond hb hT (by decide) (by decide) (by decide)]
    norm_num
  have h0 : moment (powerBond b 4) T 0 0 =
      2 * ((b / T) ^ (-(1 / 4) : ℝ) * (1 / 4) * Real.Gamma (1 / 4)) := by
    rw [moment_powerBond hb hT (by decide) (by decide) (by decide)]
    norm_num
  have hA : (b / T) ^ (-(3 / 4) : ℝ) = (b / T) ^ (-(1 / 4) : ℝ) * (√(b / T))⁻¹ := by
    rw [Real.sqrt_eq_rpow, ← Real.rpow_neg ha.le, ← Real.rpow_add ha]
    norm_num
  have hs : √(b * T) = √(b / T) * T := by
    have e : b * T = b / T * T ^ 2 := by field_simp
    rw [e, Real.sqrt_mul ha.le, Real.sqrt_sq hT.le]
  have alg : ∀ B s G H : ℝ, B ≠ 0 → s ≠ 0 → G ≠ 0 →
      2 * (B * s⁻¹ * (1 / 4) * H) / (2 * (B * (1 / 4) * G)) / T = H / (G * (s * T)) := by
    intro B s G H hB hs hG
    field_simp
  have key : meanSquare (powerBond b 4) T / T =
      Real.Gamma (3 / 4) / (Real.Gamma (1 / 4) * √(b * T)) := by
    rw [meanSquare, h2, h0, hA, hs]
    exact alg _ _ _ _ (Real.rpow_pos_of_pos ha _).ne' (Real.sqrt_pos.mpr ha).ne'
      (Real.Gamma_pos_of_pos (by norm_num)).ne'
  refine ⟨key, (hasDerivAt_meanExtension (c := 2 * b) (d := b) hT (by positivity)
    (by unfold powerBond; fun_prop) (fun x => by unfold powerBond; ring)
    (fun x => ?_)).congr_deriv key⟩
  unfold powerBond
  nlinarith [mul_nonneg hb.le (sq_nonneg (x ^ 2 - 1))]

/-- For `k, T > 0` the linear response of the harmonic bond `(k / 2) x ^ 2` to tension
is `1 / k`. -/
theorem harmonic_response {k T : ℝ} (hk : 0 < k) (hT : 0 < T) :
    HasDerivAt (meanExtension (powerBond (k / 2) 2) T) (1 / k) 0 := by
  have hk2 : 0 < k / 2 := by positivity
  have ha : 0 < k / 2 / T := div_pos hk2 hT
  have h2 : moment (powerBond (k / 2) 2) T 0 2 =
      2 * ((k / 2 / T) ^ (-(3 / 2) : ℝ) * (1 / 2) * Real.Gamma (3 / 2)) := by
    rw [moment_powerBond hk2 hT (by decide) (by decide) (by decide)]
    norm_num
  have h0 : moment (powerBond (k / 2) 2) T 0 0 =
      2 * ((k / 2 / T) ^ (-(1 / 2) : ℝ) * (1 / 2) * Real.Gamma (1 / 2)) := by
    rw [moment_powerBond hk2 hT (by decide) (by decide) (by decide)]
    norm_num
  have hA : (k / 2 / T) ^ (-(3 / 2) : ℝ) =
      (k / 2 / T) ^ (-(1 / 2) : ℝ) * (k / 2 / T)⁻¹ := by
    rw [← Real.rpow_neg_one (k / 2 / T), ← Real.rpow_add ha]
    norm_num
  have hG : Real.Gamma (3 / 2) = 1 / 2 * Real.Gamma (1 / 2) := by
    rw [← Real.Gamma_add_one (show (1 / 2 : ℝ) ≠ 0 by norm_num)]
    norm_num
  have alg : ∀ B G : ℝ, B ≠ 0 → G ≠ 0 →
      2 * (B * (k / 2 / T)⁻¹ * (1 / 2) * (1 / 2 * G)) / (2 * (B * (1 / 2) * G)) / T
        = 1 / k := by
    intro B G hB hG
    field_simp
  refine (hasDerivAt_meanExtension (c := k / 2) (d := 0) hT hk2
    (by unfold powerBond; fun_prop) (fun x => by unfold powerBond; ring)
    (fun x => by unfold powerBond; linarith)).congr_deriv ?_
  rw [meanSquare, h2, h0, hA, hG]
  exact alg _ _ (Real.rpow_pos_of_pos ha _).ne' (Real.Gamma_pos_of_pos (by norm_num)).ne'

/-- For `b > 0` the linear tension response `⟨x ^ 2⟩ / T` of the quartic bond strictly
decreases with temperature on `T > 0`. -/
theorem quartic_response_strictAntiOn {b : ℝ} (hb : 0 < b) :
    StrictAntiOn (fun T => meanSquare (powerBond b 4) T / T) (Set.Ioi 0) := by
  intro T₁ h₁ T₂ h₂ h
  have h₁' : 0 < T₁ := h₁
  have h₂' : 0 < T₂ := h₂
  have hG : 0 < Real.Gamma (1 / 4) := Real.Gamma_pos_of_pos (by norm_num)
  have hs : √(b * T₁) < √(b * T₂) :=
    Real.sqrt_lt_sqrt (by positivity) (mul_lt_mul_of_pos_left h hb)
  have hs₁ : 0 < √(b * T₁) := Real.sqrt_pos.mpr (by positivity)
  simp only [(quartic_response hb h₁').1, (quartic_response hb h₂').1]
  exact div_lt_div_of_pos_left (Real.Gamma_pos_of_pos (by norm_num))
    (mul_pos hG hs₁) (mul_lt_mul_of_pos_left hs hG)

/-- Thermal contraction: for `b > 0` and `0 < T₁ < T₂`, under every sufficiently small
positive tension the quartic bond has a smaller mean extension at `T₂` than at `T₁`. -/
theorem quartic_contracts_on_heating {b T₁ T₂ : ℝ} (hb : 0 < b) (h₁ : 0 < T₁)
    (h : T₁ < T₂) :
    ∀ᶠ f in 𝓝[>] (0 : ℝ),
      meanExtension (powerBond b 4) T₂ f < meanExtension (powerBond b 4) T₁ f := by
  have h₂ : 0 < T₂ := h₁.trans h
  have heven : ∀ x, powerBond b 4 (-x) = powerBond b 4 x := fun x => by
    unfold powerBond
    ring
  have hr := quartic_response_strictAntiOn hb (Set.mem_Ioi.mpr h₁) (Set.mem_Ioi.mpr h₂) h
  simp only [(quartic_response hb h₁).1, (quartic_response hb h₂).1] at hr
  -- the difference of extensions starts at zero with positive slope
  have hd := (quartic_response hb h₁).2.fun_sub (quartic_response hb h₂).2
  have hev := (hasDerivAt_iff_tendsto_slope.mp hd).eventually (lt_mem_nhds (sub_pos.mpr hr))
  have hmono : 𝓝[>] (0 : ℝ) ≤ 𝓝[≠] (0 : ℝ) :=
    nhdsWithin_mono _ (fun x hx => ne_of_gt hx)
  filter_upwards [hmono hev, self_mem_nhdsWithin] with f hf hpos
  have hpos' : 0 < f := hpos
  rw [slope_def_field, (meanExtension_zero heven T₁).2, (meanExtension_zero heven T₂).2,
    sub_zero, sub_zero, sub_zero] at hf
  have hmul := mul_pos hf hpos'
  rw [div_mul_cancel₀ _ hpos'.ne'] at hmul
  exact sub_pos.mp hmul

end

end StretchedAnharmonicBond
```

```lean
#print axioms StretchedAnharmonicBond.harmonic_response
#print axioms StretchedAnharmonicBond.quartic_contracts_on_heating
```

```
'StretchedAnharmonicBond.harmonic_response' depends on axioms: [propext, Classical.choice, Quot.sound]
'StretchedAnharmonicBond.quartic_contracts_on_heating' depends on axioms: [propext, Classical.choice, Quot.sound]
```

## What the theorems say and how they are proved

`moment V T f n` is the unnormalised M_n(f), a Lebesgue integral over ℝ. `meanExtension` and `meanSquare` divide by the partition function M₀, and `powerBond c p` is c xᵖ.

`quartic_response` states both that ⟨x²⟩/T has the Gamma-function value and that this value is the derivative of the mean extension at f = 0, expressed by `HasDerivAt`. `harmonic_response` gives the derivative 1/k for every T > 0. `quartic_response_strictAntiOn` states the strict decrease on T > 0. In `quartic_contracts_on_heating`, the quantifier `∀ᶠ f in 𝓝[>] (0 : ℝ)` means that some δ > 0 exists such that the inequality holds whenever 0 < f < δ.

The proofs follow the derivation:

- `weight_le` completes the square, and `integrable_gaussian_moment` makes the Gaussian bound integrable. `hasDerivAt_moment` uses both, with the bound applied for |f| < 1, to differentiate under the integral at f = 0.
- `meanExtension_zero` substitutes x → −x. `hasDerivAt_meanExtension` shows that M₀ is nonzero and applies the quotient rule.
- `moment_powerBond` folds the line with `integral_comp_abs` and uses Mathlib's half-line Gamma integral.
- In `quartic_response`, `hA` relates the two powers of b/T and `hs` rewrites √(bT) as √(b/T)·T. In `harmonic_response`, `hG` is the Gamma recurrence.
- The contraction theorem applies `hasDerivAt_iff_tendsto_slope` to D, then multiplies the positive slope D(f)/f by f.

## Range of the contraction result

The threshold δ may depend on b, T₁ and T₂, and no value is given for it; the theorem therefore does not settle what happens at a prescribed tension. The model is one classical coordinate on the whole real line, with no quantum effects, no coupling to other bonds and no radial volume factor. A bond potential with a cubic term is not even, and its mean length can already change with temperature at zero tension. The theorems concern exact averages, so sampling and time-step errors in a simulation have to be assessed separately.
